# Radial Dirac solutions of different energies, with the same potential and angular number, are orthogonal if their Wronskian vanishes at both ends and their overlap density is integrable

Suppose that two stationary states of an electron had different energies and a nonzero overlap. The norm of their superposition would then contain a cross term oscillating at the frequency set by the energy difference, and total probability would not be conserved. For two states with the same angular number and the same magnetic quantum number in the same central potential, the angular parts don't remove this term, so the radial functions must. The problems below show that they do, provided that the Wronskian of the two solutions vanishes at the origin and at infinity and the overlap density is integrable.

```lean
import Mathlib

open MeasureTheory Filter Set Topology

namespace RadialDiracOrthogonality

noncomputable section
```

## The radial equations and their conventions

Let $P$ and $Q$ be the real large and small radial components, $c>0$ the speed of light, $k$ the angular number, $V$ the potential energy and $E$ the energy counted from the rest energy. In units with $\hbar=m=1$, the equations for $r>0$ are

$$P'=-\frac{kP}{r}+\frac{(E-V+2c^2)Q}{c},\qquad Q'=\frac{kQ}{r}-\frac{(E-V)P}{c}.$$

`IsRadialDirac c k V E P Q` states that both derivatives exist and have these values at every $r>0$. For a physical state $k$ is a nonzero integer, usually written $\kappa$, with $k=-1$ for $s_{1/2}$. The definition allows any real $k$ and any real function `V`, with no continuity assumed.

```lean
/-- The radial Dirac equations on `r > 0` for the large component `P` and the small component `Q`,
with speed of light `c`, angular number `k`, potential `V` and energy `E` counted from the rest
energy. -/
def IsRadialDirac (c k : ℝ) (V : ℝ → ℝ) (E : ℝ) (P Q : ℝ → ℝ) : Prop :=
  ∀ r, 0 < r →
    HasDerivAt P (-k * P r / r + (E - V r + 2 * c ^ 2) * Q r / c) r ∧
    HasDerivAt Q (k * Q r / r - (E - V r) * P r / c) r
```

Label two solutions $a$ and $b$, with energies $E_a$ and $E_b$ and with common $c$, $k$ and $V$. Their Wronskian is

$$W=P_aQ_b-Q_aP_b.$$

In a superposition of two states with these radial functions and equal angular parts, the interference part of the probability current through a sphere of radius $r$ is proportional to $cW(r)$. Requiring $W\to0$ at both ends means that no such current escapes through the origin or to infinity.

```lean
/-- The Wronskian `P_a Q_b - Q_a P_b` of two radial spinors. -/
def wronskian (Pa Qa Pb Qb : ℝ → ℝ) (r : ℝ) : ℝ := Pa r * Qb r - Qa r * Pb r
```

The overlap density is $D=P_aP_b+Q_aQ_b$. No factor $r^2$ appears in its integral, because $P$ and $Q$ already contain the factor $r$ of the reduced radial functions.

```lean
/-- The overlap density `P_a P_b + Q_a Q_b` of two radial spinors. -/
def overlapDensity (Pa Qa Pb Qb : ℝ → ℝ) (r : ℝ) : ℝ := Pa r * Pb r + Qa r * Qb r
```

## (a) The slope of the Wronskian

Show that at every $r>0$

$$W'=\frac{E_a-E_b}{c}\,D.$$

**Solution.** The product rule gives $W'=P_a'Q_b+P_aQ_b'-Q_a'P_b-Q_aP_b'$. Insert the equations:

$$\begin{aligned}
P_a'Q_b&=-\tfrac{k}{r}P_aQ_b+\tfrac{E_a-V+2c^2}{c}Q_aQ_b,\\
P_aQ_b'&=\tfrac{k}{r}P_aQ_b-\tfrac{E_b-V}{c}P_aP_b,\\
-Q_a'P_b&=-\tfrac{k}{r}Q_aP_b+\tfrac{E_a-V}{c}P_aP_b,\\
-Q_aP_b'&=\tfrac{k}{r}Q_aP_b-\tfrac{E_b-V+2c^2}{c}Q_aQ_b.
\end{aligned}$$

In the sum, the terms in $k$, $V$ and $2c^2$ cancel. What remains is $(E_a-E_b)/c$ times $P_aP_b+Q_aQ_b$.

In Lean, `fun_mul` and `fun_sub` supply the product and difference rules, and `ring` does the cancellation.

```lean
variable {c k Ea Eb : ℝ} {V Pa Qa Pb Qb : ℝ → ℝ}

/-- The Wronskian of two solutions changes at the rate `(E_a - E_b) / c` times their overlap
density. -/
theorem wronskian_hasDerivAt (ha : IsRadialDirac c k V Ea Pa Qa)
    (hb : IsRadialDirac c k V Eb Pb Qb) {r : ℝ} (hr : 0 < r) :
    HasDerivAt (wronskian Pa Qa Pb Qb)
      ((Ea - Eb) / c * overlapDensity Pa Qa Pb Qb r) r := by
  obtain ⟨hPa, hQa⟩ := ha r hr
  obtain ⟨hPb, hQb⟩ := hb r hr
  -- the terms in `k` and `V` cancel
  refine ((hPa.fun_mul hQb).fun_sub (hQa.fun_mul hPb)).congr_deriv ?_
  unfold overlapDensity
  ring
```

## (b) The overlap from boundary values

Let $W\to w_0$ as $r\to0^+$ and $W\to w_1$ as $r\to\infty$, both finite, and let $D$ be integrable on $(0,\infty)$. Show that

$$(E_a-E_b)\int_0^\infty D\,dr=c\,(w_1-w_0).$$

**Solution.** The components are differentiable, so $D$ is continuous on $(0,\infty)$, whatever $V$ does. For $0<\varepsilon<R$, integrating (a) gives

$$W(R)-W(\varepsilon)=\frac{E_a-E_b}{c}\int_\varepsilon^R D\,dr.$$

Let $\varepsilon\to0^+$ and $R\to\infty$. Integrability takes the right side to the full integral, and the left side tends to $w_1-w_0$. Multiply by $c$.

In the statement, `𝓝[>] 0` is the approach to the origin from the right, `atTop` is $r\to\infty$, and `Ioi 0` is $(0,\infty)$. The proof gives the Wronskian the value `w₀` at the origin by `Function.update`. The new function is continuous there from the right (`hcont`), has the same derivative for $r>0$ (`hder`) and the same limit at infinity (`hlim`). The fundamental theorem of calculus on a half-line then gives `key`, and `field_simp` clears the factor $c$.

```lean
/-- For two solutions with integrable overlap density and finite limits of the Wronskian at both
ends, the energy difference times the overlap integral equals `c` times the difference of the limits
of the Wronskian at infinity and at the origin. -/
theorem overlap_identity (hc : 0 < c) (ha : IsRadialDirac c k V Ea Pa Qa)
    (hb : IsRadialDirac c k V Eb Pb Qb) {w₀ w₁ : ℝ}
    (h₀ : Tendsto (wronskian Pa Qa Pb Qb) (𝓝[>] 0) (𝓝 w₀))
    (h₁ : Tendsto (wronskian Pa Qa Pb Qb) atTop (𝓝 w₁))
    (hint : IntegrableOn (overlapDensity Pa Qa Pb Qb) (Ioi 0)) :
    (Ea - Eb) * ∫ r in Ioi 0, overlapDensity Pa Qa Pb Qb r = c * (w₁ - w₀) := by
  -- extend the Wronskian continuously to the origin
  have hcont : ContinuousWithinAt (Function.update (wronskian Pa Qa Pb Qb) 0 w₀) (Ici 0) 0 :=
    continuousWithinAt_update_same.2 (by
      have hset : Ici (0 : ℝ) \ {0} = Ioi 0 := by
        ext x
        constructor
        · intro h
          exact mem_Ioi.2 (lt_of_le_of_ne (mem_Ici.1 h.1) (fun e => h.2 e.symm))
        · intro h
          exact ⟨mem_Ici.2 (mem_Ioi.1 h).le, fun e => (mem_Ioi.1 h).ne' e⟩
      rw [hset]
      exact h₀)
  have hder : ∀ r ∈ Ioi (0 : ℝ), HasDerivAt (Function.update (wronskian Pa Qa Pb Qb) 0 w₀)
      ((Ea - Eb) / c * overlapDensity Pa Qa Pb Qb r) r := by
    intro r hr
    refine (wronskian_hasDerivAt ha hb hr).congr_of_eventuallyEq ?_
    filter_upwards [Ioi_mem_nhds hr] with x hx
    exact Function.update_of_ne (mem_Ioi.1 hx).ne' _ _
  have hlim : Tendsto (Function.update (wronskian Pa Qa Pb Qb) 0 w₀) atTop (𝓝 w₁) := by
    refine h₁.congr' ?_
    filter_upwards [eventually_gt_atTop 0] with x hx
    exact (Function.update_of_ne hx.ne' _ _).symm
  have key : ∫ r in Ioi 0, (Ea - Eb) / c * overlapDensity Pa Qa Pb Qb r
      = w₁ - Function.update (wronskian Pa Qa Pb Qb) 0 w₀ 0 :=
    integral_Ioi_of_hasDerivAt_of_tendsto hcont hder (Integrable.const_mul hint _) hlim
  rw [integral_const_mul, Function.update_self] at key
  rw [← key]
  field_simp
```

## (c) Orthogonality

Now let $E_a\ne E_b$ and let both limits of $W$ be zero, with $D$ still integrable. Show that

$$\int_0^\infty\bigl(P_aP_b+Q_aQ_b\bigr)\,dr=0.$$

**Solution.** With $w_0=w_1=0$, part (b) says that $E_a-E_b$ times the integral is zero. The first factor is nonzero, so the integral vanishes.

The Lean proof is the same argument, with `mul_eq_zero` splitting the product. Neither solution has to be normalisable by itself. For one electron in a fixed local central potential, the overlap of computed radial spinors with equal $k$ and different energies can thus serve as a numerical check when the conditions above hold. Orbitals that feel different potentials, or a nonlocal exchange term, are not covered.

```lean
/-- Two solutions with different energies are orthogonal if their Wronskian vanishes at the origin
and at infinity and their overlap density is integrable. -/
theorem orthogonality (hc : 0 < c) (hE : Ea ≠ Eb) (ha : IsRadialDirac c k V Ea Pa Qa)
    (hb : IsRadialDirac c k V Eb Pb Qb)
    (h₀ : Tendsto (wronskian Pa Qa Pb Qb) (𝓝[>] 0) (𝓝 0))
    (h₁ : Tendsto (wronskian Pa Qa Pb Qb) atTop (𝓝 0))
    (hint : IntegrableOn (overlapDensity Pa Qa Pb Qb) (Ioi 0)) :
    ∫ r in Ioi 0, overlapDensity Pa Qa Pb Qb r = 0 := by
  have h := overlap_identity hc ha hb h₀ h₁ hint
  rw [sub_zero, mul_zero] at h
  exact (mul_eq_zero.1 h).resolve_left (sub_ne_zero.2 hE)
```

## (d) Square-integrable components

Let all four components be square-integrable on $(0,\infty)$, let $E_a\ne E_b$, and assume $W\to0$ only at the origin. Show that the other boundary condition follows,

$$\lim_{r\to\infty}W(r)=0,$$

and hence that the two solutions are orthogonal.

**Solution.** Since $|fg|\le(f^2+g^2)/2$, every product of two components is integrable, and so are $D$ and $W$. By (a), $W'$ is integrable too. Therefore

$$W(R)=W(1)+\int_1^R W'\,dr$$

has a finite limit $\ell$ as $R\to\infty$. If $\ell\ne0$, then $|W|>|\ell|/2$ from some radius on, which contradicts the integrability of $W$. So $\ell=0$, and (c) applies.

`MemLp Pa 2 (volume.restrict (Ioi 0))` expresses square-integrability of $P_a$ on the half-line. The steps `hint` and `hW` establish integrability of $D$ and $W$, and `h₁` is the limit at infinity. For bound states, only the condition at the origin is left to check.

```lean
/-- Two solutions with different energies and square-integrable components are orthogonal if their
Wronskian vanishes at the origin. -/
theorem orthogonality_of_square_integrable (hc : 0 < c) (hE : Ea ≠ Eb)
    (ha : IsRadialDirac c k V Ea Pa Qa) (hb : IsRadialDirac c k V Eb Pb Qb)
    (hPa : MemLp Pa 2 (volume.restrict (Ioi 0))) (hQa : MemLp Qa 2 (volume.restrict (Ioi 0)))
    (hPb : MemLp Pb 2 (volume.restrict (Ioi 0))) (hQb : MemLp Qb 2 (volume.restrict (Ioi 0)))
    (h₀ : Tendsto (wronskian Pa Qa Pb Qb) (𝓝[>] 0) (𝓝 0)) :
    ∫ r in Ioi 0, overlapDensity Pa Qa Pb Qb r = 0 := by
  have hint : IntegrableOn (overlapDensity Pa Qa Pb Qb) (Ioi 0) :=
    (hPa.integrable_mul hPb).add (hQa.integrable_mul hQb)
  have hW : IntegrableOn (wronskian Pa Qa Pb Qb) (Ioi 0) :=
    (hPa.integrable_mul hQb).sub (hQa.integrable_mul hPb)
  -- an integrable function with integrable derivative vanishes at infinity
  have h₁ : Tendsto (wronskian Pa Qa Pb Qb) atTop (𝓝 0) :=
    tendsto_zero_of_hasDerivAt_of_integrableOn_Ioi
      (fun r hr => wronskian_hasDerivAt ha hb hr) (Integrable.const_mul hint _) hW
  exact orthogonality hc hE ha hb h₀ h₁ hint
```

## (e) Differentiating a Coulomb component

For real $a$, $b$ and $l$, which here are plain coefficients, let $f(r)=(a+br)\,r^{7/25}e^{-lr}$.

```lean
/-- A radial component `(a + b r) r^(7/25) exp(-l r)`. -/
def coulombComponent (a b l r : ℝ) : ℝ :=
  (a + b * r) * (r ^ (7 / 25 : ℝ) * Real.exp (-(l * r)))
```

Show that for $r>0$

$$f'(r)=\Bigl[b+(a+br)\Bigl(\frac{7}{25r}-l\Bigr)\Bigr]r^{7/25}e^{-lr}.$$

**Solution.** The linear factor has derivative $b$. The remaining factor $r^{7/25}e^{-lr}$ has logarithmic derivative $7/(25r)-l$. The product rule gives the formula. In Lean, `Real.rpow_sub_one` turns $r^{7/25-1}$ into $r^{7/25}/r$.

```lean
/-- The derivative of a component `(a + b r) r^(7/25) exp(-l r)` at `r > 0`. -/
theorem coulombComponent_hasDerivAt (a b l : ℝ) {r : ℝ} (hr : 0 < r) :
    HasDerivAt (coulombComponent a b l)
      ((b + (a + b * r) * (7 / 25 / r - l)) *
        (r ^ (7 / 25 : ℝ) * Real.exp (-(l * r)))) r := by
  have h1 := ((hasDerivAt_id' r).const_mul b).const_add a
  have h2 := Real.hasDerivAt_rpow_const (x := r) (p := 7 / 25) (Or.inl hr.ne')
  have h3 := ((hasDerivAt_id' r).const_mul l).fun_neg.exp
  refine (h1.fun_mul (h2.fun_mul h3)).congr_deriv ?_
  rw [Real.rpow_sub_one hr.ne']
  ring
```

## (f) Two Coulomb states that satisfy the conditions

Take $c=1$, $k=-1$ and $V=-\frac{24}{25r}$, the potential of an attractive point charge. With $\hbar=m=c=1$, the strength $24/25$ is the nuclear charge number times the fine-structure constant, and it exceeds the value for any known nucleus. It is chosen to give simple fractions, such as the exponent $\sqrt{k^2-(24/25)^2}=7/25$ that governs the components near the origin. With $u=r^{7/25}e^{-24r/25}$ and $v=r^{7/25}e^{-3r/5}$, let

$$P_a=u,\quad Q_a=-\tfrac34u,\qquad P_b=(12-15r)v,\quad Q_b=(-9+5r)v.$$

Show that these solve the radial equations with $E_a=-18/25$ and $E_b=-1/5$, that $D$ is integrable, and that $W\to0$ at both ends because

$$W=-\tfrac{25}{4}\,r^{39/25}e^{-39r/25}.$$

**Solution.** By (e), the left sides of the equations are

$$\begin{aligned}
P_a'&=\bigl(\tfrac{7}{25r}-\tfrac{24}{25}\bigr)u, & Q_a'&=\bigl(-\tfrac{21}{100r}+\tfrac{18}{25}\bigr)u,\\
P_b'&=\bigl(\tfrac{84}{25r}-\tfrac{132}{5}+9r\bigr)v, & Q_b'&=\bigl(-\tfrac{63}{25r}+\tfrac{59}{5}-3r\bigr)v.
\end{aligned}$$

The right sides are

$$\begin{aligned}
\tfrac{P_a}{r}+\bigl(\tfrac{32}{25}+\tfrac{24}{25r}\bigr)Q_a&=\bigl(\tfrac1r-\tfrac{24}{25}-\tfrac{18}{25r}\bigr)u,\\
-\tfrac{Q_a}{r}-\bigl(-\tfrac{18}{25}+\tfrac{24}{25r}\bigr)P_a&=\bigl(\tfrac{3}{4r}+\tfrac{18}{25}-\tfrac{24}{25r}\bigr)u,\\
\tfrac{P_b}{r}+\bigl(\tfrac95+\tfrac{24}{25r}\bigr)Q_b&=\bigl(\tfrac{12}{r}-15-\tfrac{81}{5}+9r-\tfrac{216}{25r}+\tfrac{24}{5}\bigr)v,\\
-\tfrac{Q_b}{r}-\bigl(-\tfrac15+\tfrac{24}{25r}\bigr)P_b&=\bigl(\tfrac9r-5+\tfrac{12}{5}-3r-\tfrac{288}{25r}+\tfrac{72}{5}\bigr)v,
\end{aligned}$$

and collecting terms gives agreement in each line. Next, $uv=r^{14/25}e^{-39r/25}$, so

$$\begin{aligned}
W&=\bigl[-9+5r+\tfrac34(12-15r)\bigr]uv=-\tfrac{25}{4}\,r\,uv,\\
D&=\bigl[12-15r-\tfrac34(-9+5r)\bigr]uv=\tfrac{75}{4}(1-r)\,uv.
\end{aligned}$$

The positive power makes $W$ vanish at the origin, and the exponential makes it vanish at infinity. Both terms of $D$ are powers above $-1$ times a decaying exponential, hence integrable. Since the energies differ, (c) gives zero overlap.

These functions are unnormalised. To normalise them, divide the components of $a$ and $b$ by $N_a$ and $N_b$, where, with the gamma function $\Gamma$,

$$N_a^2=\tfrac{25}{16}\,\Gamma\bigl(\tfrac{39}{25}\bigr)\bigl(\tfrac{25}{48}\bigr)^{39/25},\qquad N_b^2=\tfrac{1000}{3}\,\Gamma\bigl(\tfrac{39}{25}\bigr)\bigl(\tfrac56\bigr)^{39/25}.$$

The Wronskian is then divided by $N_aN_b$, and its limits remain zero.

In the Lean proof, `hprod` computes $uv$, while `hW` and `hD` are the closed forms of $W$ and $D$. For the differential equations, `generalize` replaces the common factor $u$ or $v$ by a single symbol, and `field_simp` with `ring` compares the coefficients. The last three goals are the two limits and the integrability, the latter from `hI`.

```lean
/-- Two explicit solutions in the Coulomb potential `-(24/25)/r`, with `c = 1`, `k = -1` and
energies `-18/25` and `-1/5`, have a Wronskian that vanishes at the origin and at infinity, and an
integrable overlap density. -/
theorem orthogonality_witness :
    let Pa := coulombComponent 1 0 (24 / 25)
    let Qa := coulombComponent (-3 / 4) 0 (24 / 25)
    let Pb := coulombComponent 12 (-15) (3 / 5)
    let Qb := coulombComponent (-9) 5 (3 / 5)
    IsRadialDirac 1 (-1) (fun r => -(24 / 25) / r) (-18 / 25) Pa Qa ∧
    IsRadialDirac 1 (-1) (fun r => -(24 / 25) / r) (-1 / 5) Pb Qb ∧
    Tendsto (wronskian Pa Qa Pb Qb) (𝓝[>] 0) (𝓝 0) ∧
    Tendsto (wronskian Pa Qa Pb Qb) atTop (𝓝 0) ∧
    IntegrableOn (overlapDensity Pa Qa Pb Qb) (Ioi 0) := by
  intro Pa Qa Pb Qb
  have hprod : ∀ r : ℝ, 0 < r →
      (r ^ (7 / 25 : ℝ) * Real.exp (-(24 / 25 * r))) *
        (r ^ (7 / 25 : ℝ) * Real.exp (-(3 / 5 * r)))
      = r ^ (14 / 25 : ℝ) * Real.exp (-(39 / 25) * r) := by
    intro r hr
    rw [mul_mul_mul_comm, ← Real.rpow_add hr, ← Real.exp_add]
    congr 2 <;> ring
  have hsucc : ∀ r : ℝ, 0 < r → r ^ (39 / 25 : ℝ) = r ^ (14 / 25 : ℝ) * r := by
    intro r hr
    rw [← Real.rpow_add_one hr.ne']
    norm_num
  -- closed forms of the Wronskian and of the overlap density
  have hW : ∀ r : ℝ, 0 < r → -(25 / 4) * (r ^ (39 / 25 : ℝ) * Real.exp (-(39 / 25) * r))
      = wronskian Pa Qa Pb Qb r := by
    intro r hr
    simp only [wronskian, Pa, Qa, Pb, Qb, coulombComponent]
    linear_combination (25 / 4) * r * hprod r hr
      - (25 / 4) * Real.exp (-(39 / 25) * r) * hsucc r hr
  have hD : ∀ r : ℝ, 0 < r → overlapDensity Pa Qa Pb Qb r
      = 75 / 4 * (r ^ (14 / 25 : ℝ) * Real.exp (-(39 / 25) * r))
        - 75 / 4 * (r ^ (39 / 25 : ℝ) * Real.exp (-(39 / 25) * r)) := by
    intro r hr
    simp only [overlapDensity, Pa, Qa, Pb, Qb, coulombComponent]
    linear_combination (75 / 4) * (1 - r) * hprod r hr
      + (75 / 4) * Real.exp (-(39 / 25) * r) * hsucc r hr
  have hI : ∀ s : ℝ, -1 < s →
      IntegrableOn (fun r : ℝ => r ^ s * Real.exp (-(39 / 25) * r)) (Ioi 0) := by
    intro s hs
    have h := integrableOn_rpow_mul_exp_neg_mul_rpow (p := 1) (s := s) (b := 39 / 25)
      hs one_pos (by norm_num)
    simpa only [Real.rpow_one] using h
  refine ⟨?_, ?_, ?_, ?_, ?_⟩
  · intro r hr
    constructor
    all_goals
      refine (coulombComponent_hasDerivAt _ _ _ hr).congr_deriv ?_
      simp only [Pa, Qa, coulombComponent]
      generalize r ^ (7 / 25 : ℝ) * Real.exp (-(24 / 25 * r)) = u
      field_simp
      ring
  · intro r hr
    constructor
    all_goals
      refine (coulombComponent_hasDerivAt _ _ _ hr).congr_deriv ?_
      simp only [Pb, Qb, coulombComponent]
      generalize r ^ (7 / 25 : ℝ) * Real.exp (-(3 / 5 * r)) = u
      field_simp
      ring
  · have h1 : Tendsto (fun r : ℝ => r ^ (39 / 25 : ℝ)) (𝓝 0) (𝓝 0) := by
      have h := (Real.continuousAt_rpow_const 0 (39 / 25) (Or.inr (by norm_num))).tendsto
      simpa only [Real.zero_rpow (by norm_num : (39 / 25 : ℝ) ≠ 0)] using h
    have h2 : ContinuousAt (fun r : ℝ => Real.exp (-(39 / 25) * r)) 0 := by fun_prop
    have h3 := (h1.mul h2.tendsto).const_mul (-(25 / 4) : ℝ)
    rw [zero_mul, mul_zero] at h3
    refine (h3.mono_left nhdsWithin_le_nhds).congr' ?_
    filter_upwards [self_mem_nhdsWithin] with r hr
    exact hW r hr
  · have h3 := (tendsto_rpow_mul_exp_neg_mul_atTop_nhds_zero (39 / 25) (39 / 25)
      (by norm_num)).const_mul (-(25 / 4) : ℝ)
    rw [mul_zero] at h3
    refine h3.congr' ?_
    filter_upwards [eventually_gt_atTop 0] with r hr
    exact hW r hr
  · refine IntegrableOn.congr_fun ?_ (fun r hr => (hD r hr).symm) measurableSet_Ioi
    exact (Integrable.const_mul (hI _ (by norm_num)) _).sub
      (Integrable.const_mul (hI _ (by norm_num)) _)

end

end RadialDiracOrthogonality
```

```lean
#print axioms RadialDiracOrthogonality.orthogonality_of_square_integrable
```

```
'RadialDiracOrthogonality.orthogonality_of_square_integrable' depends on axioms: [propext, Classical.choice, Quot.sound]
```
